# Exact golden-rule growth up to the recurrence time for equally coupled, equidistant levels in first order

If a continuum is represented by discrete levels, a transition rate fitted at too late a time can be wrong: too large, for example, in the ladder below, which has a level exactly on resonance. The usual derivation of the golden rule replaces the sum over final states by an integral, and this step does not say when "too late" begins. For an infinite ladder of equally spaced, equally coupled levels, treated to first order, the sum can be evaluated exactly. This gives simulations with discretised continua a reference case for the time limit set by the level spacing.

## A ladder with constant coupling

Set $\hbar=1$. An initial state is coupled to levels with detunings $\omega=nd$, where $n\in\mathbb Z$ and $d>0$ is the spacing. The level $n=0$ is exactly resonant. The complex number $V$ is the coupling matrix element, the same for every level and constant from time $0$ to time $t$.

```lean
import Mathlib

open scoped Real

namespace GoldenRuleEquidistantLevels

noncomputable section
```

The first-order amplitude is
$$a(\omega,t)=-iV\int_0^t e^{i\omega s}\,ds .$$
It is taken as a definition and not derived from the Schrödinger equation. Depletion of the initial state is neglected, so the results describe a physical probability only while the total is small compared with 1.

```lean
/-- First-order amplitude (with ħ = 1) for a transition with constant coupling `V` and
detuning `ω`, after the coupling has acted for a time `t`. -/
def amplitude (V : ℂ) (ω t : ℝ) : ℂ :=
  -Complex.I * V * ∫ s in (0 : ℝ)..t, Complex.exp (Complex.I * ω * s)
```

The transition probability is $P(\omega,t)=|a(\omega,t)|^2$.

```lean
/-- First-order transition probability: the squared modulus of the amplitude. -/
def transitionProbability (V : ℂ) (ω t : ℝ) : ℝ := ‖amplitude V ω t‖ ^ 2
```

The line shape $F(\omega,t)$ is $\sin^2(\omega t/2)/(\omega/2)^2$ for $\omega\neq0$ and $t^2$ for $\omega=0$. The second value is the limit of the first as $\omega\to0$.

```lean
/-- The line shape `sin²(ωt/2)/(ω/2)²`, with the value `t²` on resonance. -/
def lineShape (ω t : ℝ) : ℝ :=
  if ω = 0 then t ^ 2 else Real.sin (ω * t / 2) ^ 2 / (ω / 2) ^ 2
```

## (a) From amplitude to line shape

Show that for all real $\omega$ and $t$
$$P(\omega,t)=|V|^2F(\omega,t).$$

On resonance the integral is $t$, so $P=|V|^2t^2$. Off resonance it is $(e^{i\omega t}-1)/(i\omega)$, and
$$|e^{i\omega t}-1|^2=(\cos\omega t-1)^2+\sin^2\omega t=2-2\cos\omega t=4\sin^2(\omega t/2).$$
Division by $\omega^2$ gives the line shape.

The proof splits into the same two cases. There `key` computes the squared modulus and `h2` is the half-angle step.

```lean
/-- The first-order transition probability is `|V|²` times the line shape. -/
theorem transitionProbability_eq (V : ℂ) (ω t : ℝ) :
    transitionProbability V ω t = ‖V‖ ^ 2 * lineShape ω t := by
  unfold transitionProbability amplitude lineShape
  rw [norm_mul, norm_mul, norm_neg, Complex.norm_I, one_mul, mul_pow]
  congr 1
  split_ifs with h
  · subst h
    simp
  · have hc : (Complex.I * ω : ℂ) ≠ 0 :=
      mul_ne_zero Complex.I_ne_zero (Complex.ofReal_ne_zero.mpr h)
    have he : Complex.exp (Complex.I * ω * t)
        = ((Real.cos (ω * t) : ℝ) : ℂ) + ((Real.sin (ω * t) : ℝ) : ℂ) * Complex.I := by
      rw [show Complex.I * ω * t = ((ω * t : ℝ) : ℂ) * Complex.I by push_cast; ring,
        Complex.exp_mul_I, ← Complex.ofReal_cos, ← Complex.ofReal_sin]
    have key : ∀ a b : ℝ, ‖(a : ℂ) + b * Complex.I - 1‖ ^ 2 = (a - 1) ^ 2 + b ^ 2 := by
      intro a b
      rw [Complex.sq_norm, Complex.normSq_apply]
      simp
      ring
    -- the half-angle formula turns the squared modulus into a squared sine
    have h1 := Real.cos_two_mul (ω * t / 2)
    rw [show 2 * (ω * t / 2) = ω * t by ring] at h1
    have h2 : (Real.cos (ω * t) - 1) ^ 2 + Real.sin (ω * t) ^ 2
        = 4 * Real.sin (ω * t / 2) ^ 2 := by
      linear_combination Real.sin_sq_add_cos_sq (ω * t) - 2 * h1
        - 4 * Real.sin_sq_add_cos_sq (ω * t / 2)
    rw [integral_exp_mul_complex hc, norm_div, div_pow, Complex.ofReal_zero, mul_zero,
      Complex.exp_zero, he, key, norm_mul, Complex.norm_I, one_mul, Complex.norm_real,
      Real.norm_eq_abs, sq_abs, h2]
    ring
```

## (b) Rewriting a convergent sum

Let $\sum_n g_n=b$. Show that if $f_n=g_n$ for every $n$ and $a=b$, then
$$\sum_n f_n=a .$$

The two families are the same function and the two values are the same number, so substitution suffices. In Lean, `HasSum f a` says that the finite partial sums of $f$ converge to $a$ regardless of the order of summation. Convergence is therefore part of every sum below.

```lean
/-- A convergent sum may be rewritten term by term, and so may its value. -/
theorem hasSum_of_eq {ι : Type} {f g : ι → ℝ} {a b : ℝ} (h : HasSum g b)
    (hf : ∀ n, f n = g n) (hv : a = b) : HasSum f a := by
  rw [funext hf, hv]
  exact h
```

## (c) The second Bernoulli polynomial

Show that
$$B_2(x)=x^2-x+\tfrac16 .$$

With the Bernoulli numbers $b_0=1$, $b_1=-\tfrac12$, $b_2=\tfrac16$, the definition gives
$$B_2(x)=\sum_{j=0}^{2}\binom2j b_j\,x^{2-j}=x^2+2\left(-\tfrac12\right)x+\tfrac16 .$$
Mathlib's polynomial has rational coefficients, so the statement maps them to the reals before evaluating.

```lean
/-- The second Bernoulli polynomial is `x² - x + 1/6`. -/
theorem bernoulli_two_eval (x : ℝ) :
    ((Polynomial.bernoulli 2).map (algebraMap ℚ ℝ)).eval x = x ^ 2 - x + 1 / 6 := by
  have h0 : bernoulli 0 = 1 := bernoulli_zero
  have h1 : bernoulli 1 = -1 / 2 := bernoulli_one
  have h2 : bernoulli 2 = 1 / 6 := by
    rw [bernoulli_eq_bernoulli'_of_ne_one (by norm_num), bernoulli'_two]
    try norm_num
  simp only [Polynomial.bernoulli, Finset.sum_range_succ, Finset.sum_range_zero, zero_add,
    Polynomial.map_add, Polynomial.map_monomial, Polynomial.eval_add,
    Polynomial.eval_monomial, h0, h1, h2]
  norm_num [Nat.choose]
  ring
```

## (d) A sum of squared sines

Let $k\ge0$ be an integer and $k\le x\le k+1$. Show that
$$\sum_{n\ge1}\frac{\sin^2(\pi nx)}{n^2}=\frac{\pi^2}{2}(x-k)(k+1-x).$$

Put $y=x-k\in[0,1]$. The polynomial $B_2$ has mean zero on $[0,1]$ and is symmetric about $\tfrac12$, so its Fourier series contains only cosines. Two integrations by parts give
$$2\int_0^1B_2(y)\cos(2\pi ny)\,dy=\frac{1}{\pi^2n^2}.$$
Since $B_2(0)=B_2(1)$, the periodic extension is continuous. Its coefficients are absolutely summable, so the series converges to it everywhere:
$$\sum_{n\ge1}\frac{\cos(2\pi ny)}{n^2}=\pi^2\left(y^2-y+\tfrac16\right).$$
At $y=0$ this is $\sum_{n\ge1} 1/n^2=\pi^2/6$. Because $nk$ is an integer, $\cos(2\pi ny)=\cos(2\pi nx)=1-2\sin^2(\pi nx)$. Hence the required sum is
$$\frac12\left[\frac{\pi^2}{6}-\pi^2\left(y^2-y+\frac16\right)\right]=\frac{\pi^2}{2}\,y(1-y).$$

The Fourier series and the value $\pi^2/6$ come from Mathlib, and `hcos` is the shift by an integer. The Lean sum also includes $n=0$, whose term $0/0$ is $0$ by Lean's convention for division.

```lean
/-- For `k ≤ x ≤ k + 1` the sum of `sin²(πnx)/n²` over the natural numbers is
`(π²/2)(x - k)(k + 1 - x)`. -/
theorem hasSum_sin_sq (k : ℕ) (x : ℝ) (h0 : (k : ℝ) ≤ x) (h1 : x ≤ k + 1) :
    HasSum (fun n : ℕ => Real.sin (π * n * x) ^ 2 / (n : ℝ) ^ 2)
      (π ^ 2 / 2 * ((x - k) * (k + 1 - x))) := by
  have hc := hasSum_one_div_nat_pow_mul_cos (k := 1) one_ne_zero (x := x - k)
    ⟨by linarith, by linarith⟩
  simp only [mul_one, bernoulli_two_eval] at hc
  have h := (hasSum_zeta_two.sub hc).div_const 2
  refine hasSum_of_eq h (fun n => ?_) ?_
  · -- shifting x by an integer does not change the cosine
    have a := Real.cos_add_nat_mul_two_pi (2 * π * n * (x - k)) (n * k)
    rw [show 2 * π * n * (x - k) + ((n * k : ℕ) : ℝ) * (2 * π) = 2 * (π * n * x) by
      push_cast; ring, Real.cos_two_mul] at a
    have hcos : Real.cos (2 * π * n * (x - k)) = 1 - 2 * Real.sin (π * n * x) ^ 2 := by
      linear_combination -a + 2 * Real.sin_sq_add_cos_sq (π * n * x)
    rw [hcos]
    ring
  · rw [Nat.factorial_two]
    push_cast
    ring
```

## (e) The summed line shape between recurrences

Write $T=2\pi/d$. This is the recurrence time, at which every phase $e^{indt}$ returns to 1. For $kT\le t\le(k+1)T$ with an integer $k\ge0$, show that
$$\sum_{n\in\mathbb Z}F(nd,t)=(2k+1)Tt-k(k+1)T^2 .$$

Put $x=t/T$, so that $ndt/2=\pi nx$. Each $n\ne0$ contributes $(4/d^2)\sin^2(\pi nx)/n^2$, and $n$ and $-n$ contribute equally. By (d), the off-resonant levels together give
$$2\cdot\frac{4}{d^2}\cdot\frac{\pi^2}{2}(x-k)(k+1-x)=(t-kT)\big((k+1)T-t\big).$$
Expanded, this is $-t^2+(2k+1)Tt-k(k+1)T^2$. The resonant level adds $t^2$, which cancels the quadratic term.

In the proof, `hp` and `hn` are the sums over non-negative and non-positive $n$, `HasSum.of_nat_of_neg` joins them, and `hasSum_ite_eq` supplies the resonant term.

```lean
/-- Between the `k`-th and `(k+1)`-th multiples of `2π/d`, the line shape summed over all
equidistant levels is linear in time with slope `(2k+1)·2π/d`. -/
theorem hasSum_lineShape {d t : ℝ} (hd : 0 < d) (k : ℕ)
    (h0 : k * (2 * π / d) ≤ t) (h1 : t ≤ (k + 1) * (2 * π / d)) :
    HasSum (fun n : ℤ => lineShape (n * d) t)
      ((2 * k + 1) * (2 * π / d) * t - k * (k + 1) * (2 * π / d) ^ 2) := by
  have hpi := Real.pi_ne_zero
  have hd' := hd.ne'
  obtain ⟨x, hx⟩ : ∃ x : ℝ, x = d * t / (2 * π) := ⟨_, rfl⟩
  have ht : t = x * (2 * π / d) := by rw [hx]; field_simp
  have hT : 0 < 2 * π / d := by positivity
  have hs := hasSum_sin_sq k x (le_of_mul_le_mul_right (ht ▸ h0) hT)
    (le_of_mul_le_mul_right (ht ▸ h1) hT)
  -- positive and negative detunings contribute equally
  have hp : HasSum (fun n : ℕ => Real.sin (π * ((n : ℤ) : ℝ) * x) ^ 2 / ((n : ℤ) : ℝ) ^ 2)
      (π ^ 2 / 2 * ((x - k) * (k + 1 - x))) := by
    simpa only [Int.cast_natCast] using hs
  have hn : HasSum (fun n : ℕ =>
      Real.sin (π * ((-(n : ℤ) : ℤ) : ℝ) * x) ^ 2 / ((-(n : ℤ) : ℤ) : ℝ) ^ 2)
      (π ^ 2 / 2 * ((x - k) * (k + 1 - x))) := by
    simpa only [Int.cast_neg, Int.cast_natCast, mul_neg, neg_mul, Real.sin_neg, neg_sq]
      using hs
  have hz := HasSum.of_nat_of_neg
    (f := fun n : ℤ => Real.sin (π * (n : ℝ) * x) ^ 2 / (n : ℝ) ^ 2) hp hn
  -- the resonant level supplies the missing t²
  have hsum := (hz.mul_left (4 / d ^ 2)).add (hasSum_ite_eq (0 : ℤ) (t ^ 2))
  refine hasSum_of_eq hsum (fun n => ?_) ?_
  · by_cases h : n = 0
    · subst h
      simp [lineShape]
    · have hnd : (n : ℝ) * d ≠ 0 := mul_ne_zero (Int.cast_ne_zero.mpr h) hd'
      have harg : π * (n : ℝ) * x = n * d * t / 2 := by rw [hx]; field_simp
      simp only [lineShape, if_neg hnd, if_neg h, add_zero, harg]
      ring
  · simp only [Int.cast_zero, mul_zero, zero_mul, Real.sin_zero]
    rw [ht]
    ring
```

## (f) The total transition probability

For the same $k$ and $t$, show that
$$\sum_{n\in\mathbb Z}P(nd,t)=|V|^2\big[(2k+1)Tt-k(k+1)T^2\big].$$

By (a), every term of (e) is multiplied by the same factor $|V|^2$, which can be taken outside the sum.

```lean
/-- Total first-order transition probability into the equidistant levels, for `t` between
the `k`-th and `(k+1)`-th multiples of `2π/d`. -/
theorem hasSum_transitionProbability (V : ℂ) {d t : ℝ} (hd : 0 < d) (k : ℕ)
    (h0 : k * (2 * π / d) ≤ t) (h1 : t ≤ (k + 1) * (2 * π / d)) :
    HasSum (fun n : ℤ => transitionProbability V (n * d) t)
      (‖V‖ ^ 2 * ((2 * k + 1) * (2 * π / d) * t - k * (k + 1) * (2 * π / d) ^ 2)) := by
  simp only [transitionProbability_eq]
  exact (hasSum_lineShape hd k h0 h1).mul_left _
```

## (g) Linear growth in the first interval

For $0\le t\le 2\pi/d$, show that
$$\sum_{n\in\mathbb Z}P(nd,t)=\frac{2\pi|V|^2}{d}\,t .$$

Set $k=0$ in (f): the constant term vanishes and the slope is $|V|^2T$. With the density of states $\rho=1/d$, this slope is the golden-rule rate $2\pi|V|^2\rho$. The equality is exact at every time in the interval, including both ends.

```lean
/-- Golden rule for equidistant levels: for `0 ≤ t ≤ 2π/d` the total first-order transition
probability is exactly `2π|V|²t/d`. -/
theorem golden_rule (V : ℂ) {d t : ℝ} (hd : 0 < d) (h0 : 0 ≤ t) (h1 : t ≤ 2 * π / d) :
    HasSum (fun n : ℤ => transitionProbability V (n * d) t) (2 * π * ‖V‖ ^ 2 / d * t) := by
  convert hasSum_transitionProbability V hd 0 (by simpa using h0) (by simpa using h1) using 1
  push_cast
  ring
```

## (h) The share of the off-resonant levels

For $0\le t\le2\pi/d$, show that
$$\sum_{n\neq0}\frac{\sin^2(ndt/2)}{(nd/2)^2}=\frac{2\pi t}{d}-t^2 .$$

By (e) with $k=0$, the full line-shape sum is $2\pi t/d$. Subtracting the resonant term $t^2$ leaves the stated value. In Lean the sum still runs over all integers, with the term at $n=0$ set to zero.

```lean
/-- For `0 ≤ t ≤ 2π/d` the off-resonant levels alone contribute `2πt/d - t²` to the summed
line shape. -/
theorem hasSum_offResonant {d t : ℝ} (hd : 0 < d) (h0 : 0 ≤ t) (h1 : t ≤ 2 * π / d) :
    HasSum (fun n : ℤ => if n = 0 then 0 else
      Real.sin (n * d * t / 2) ^ 2 / (n * d / 2) ^ 2) (2 * π * t / d - t ^ 2) := by
  have hsum := (hasSum_lineShape hd 0 (by simpa using h0) (by simpa using h1)).sub
    (hasSum_ite_eq (0 : ℤ) (t ^ 2))
  refine hasSum_of_eq hsum (fun n => ?_) ?_
  · by_cases h : n = 0
    · subst h
      simp [lineShape]
    · have hnd : (n : ℝ) * d ≠ 0 := mul_ne_zero (Int.cast_ne_zero.mpr h) hd.ne'
      simp only [lineShape, if_neg hnd, if_neg h, sub_zero]
  · push_cast
    ring
```

## (i) The second recurrence

At $t=4\pi/d$, show that the total is twice the golden-rule value:
$$\sum_{n\in\mathbb Z}P\left(nd,\frac{4\pi}{d}\right)=2\cdot\frac{2\pi|V|^2}{d}\cdot\frac{4\pi}{d}.$$

Here $t=2T$, the upper end of the interval with $k=1$. Part (f) gives $|V|^2(3T\cdot2T-2T^2)=4|V|^2T^2$, while the linear law gives $|V|^2T\cdot2T=2|V|^2T^2$. At this time every off-resonant sine vanishes, so the whole transition probability comes from the resonant level.

```lean
/-- At `t = 4π/d` the total first-order transition probability is twice the value
`2π|V|²t/d`. -/
theorem twice_golden_rule (V : ℂ) {d : ℝ} (hd : 0 < d) :
    HasSum (fun n : ℤ => transitionProbability V (n * d) (4 * π / d))
      (2 * (2 * π * ‖V‖ ^ 2 / d * (4 * π / d))) := by
  have hT : 0 < 2 * π / d := by positivity
  have e : 4 * π / d = 2 * (2 * π / d) := by ring
  convert hasSum_transitionProbability V hd 1 (t := 4 * π / d)
    (by rw [e]; push_cast; linarith) (by rw [e]; push_cast; linarith) using 1
  push_cast
  ring
```

## (j) The exact range of the linear law

Let $V\neq0$ and $t\ge0$. Show that
$$\sum_{n\in\mathbb Z}P(nd,t)=\frac{2\pi|V|^2}{d}\,t\quad\Longleftrightarrow\quad t\le\frac{2\pi}{d}.$$

Part (g) gives the direction from right to left. For the other, suppose $t>T$ and let $k=\lfloor t/T\rfloor$, so that $k\ge1$ and $kT\le t\le(k+1)T$. By (f), the total exceeds the linear value by
$$|V|^2\big[2kTt-k(k+1)T^2\big]=|V|^2Tk\,\big(2t-(k+1)T\big).$$
Adding $t\ge kT$ and $t>T$ gives $2t>(k+1)T$, so every factor is positive and the two values differ. The condition $V\neq0$ is needed because without coupling both sides of the equation are zero at all times.

The Lean proof argues by contradiction. A convergent sum has only one value (`hs.unique`), which forces the product above to be zero in `e2`, while `hpos`, `hk`, `hT` and `hV2` make it positive.

```lean
/-- For nonzero coupling and `t ≥ 0`, the total first-order transition probability equals
`2π|V|²t/d` if and only if `t ≤ 2π/d`. -/
theorem golden_rule_iff {V : ℂ} (hV : V ≠ 0) {d t : ℝ} (hd : 0 < d) (h0 : 0 ≤ t) :
    HasSum (fun n : ℤ => transitionProbability V (n * d) t) (2 * π * ‖V‖ ^ 2 / d * t)
      ↔ t ≤ 2 * π / d := by
  refine ⟨fun hs => ?_, golden_rule V hd h0⟩
  by_contra hlt
  have hlt' := lt_of_not_ge hlt
  have hT : 0 < 2 * π / d := by positivity
  -- locate t between two consecutive multiples of 2π/d
  obtain ⟨k, hk0, hk1⟩ : ∃ k : ℕ, (k : ℝ) * (2 * π / d) ≤ t ∧
      t ≤ ((k : ℝ) + 1) * (2 * π / d) :=
    ⟨⌊t / (2 * π / d)⌋₊, (le_div_iff₀ hT).mp (Nat.floor_le (div_nonneg h0 hT.le)),
      ((div_lt_iff₀ hT).mp (Nat.lt_floor_add_one _)).le⟩
  have hk : 0 < (k : ℝ) := by
    rcases Nat.eq_zero_or_pos k with h | h
    · subst h
      exact absurd (by simpa using hk1) hlt
    · exact_mod_cast h
  have e := hs.unique (hasSum_transitionProbability V hd k hk0 hk1)
  have e2 : ‖V‖ ^ 2 * (2 * π / d) * k * (2 * t - (k + 1) * (2 * π / d)) = 0 := by
    linear_combination -e
  have hpos : 0 < 2 * t - ((k : ℝ) + 1) * (2 * π / d) := by linarith
  have hV2 : 0 < ‖V‖ ^ 2 := pow_pos (norm_pos_iff.mpr hV) 2
  exact (mul_pos (mul_pos (mul_pos hV2 hT) hk) hpos).ne' e2

end

end GoldenRuleEquidistantLevels
```

```lean
#print axioms GoldenRuleEquidistantLevels.golden_rule
-- 'GoldenRuleEquidistantLevels.golden_rule' depends on axioms: [propext, Classical.choice, Quot.sound]
#print axioms GoldenRuleEquidistantLevels.hasSum_offResonant
-- 'GoldenRuleEquidistantLevels.hasSum_offResonant' depends on axioms: [propext, Classical.choice, Quot.sound]
#print axioms GoldenRuleEquidistantLevels.twice_golden_rule
-- 'GoldenRuleEquidistantLevels.twice_golden_rule' depends on axioms: [propext, Classical.choice, Quot.sound]
#print axioms GoldenRuleEquidistantLevels.golden_rule_iff
-- 'GoldenRuleEquidistantLevels.golden_rule_iff' depends on axioms: [propext, Classical.choice, Quot.sound]
```
